# A lower bound on the lifetime-broadened emission tail below a filled band

The lemma concerns a model of X-ray emission from a band filled from energy 0 to `W`, with the transition probability taken as the same for all states. The spectrum is the integral over the band of the density of states `N E` times a Lorentzian of unit area, centred at `E`, whose full width at half maximum is the lifetime width `w E`. For continuous `N` and `w`, non-negative on the band, with `w E ≤ M` there, the lemma says that the emission at any energy `x < 0` is at least (1/2π) ∫ `N E * w E` dE, taken over the band, divided by `(W - x)² + M²/4`. The proof writes this bound as an integral over the band and compares it with the emission integral point by point. At each `E` the Lorentzian's denominator `(x - E)² + (w E)²/4` is at most `(W - x)² + M²/4`, which gives the inequality between the integrands.

The failing Lean file:

```lean
import Mathlib

open Real Filter Topology Set

namespace XrayEmissionTail

noncomputable section

/-- Lorentzian line of full width `γ` at detuning `ω`, for `γ` and `ω` not both zero. -/
def lorentzian (γ ω : ℝ) : ℝ := γ / (2 * π) / (ω ^ 2 + γ ^ 2 / 4)

/-- Emission at energy `x` from a band filled from `0` to `W`, with density of states `N`
and lifetime width `w E` for a final-state hole at energy `E`; used for `x < 0`. -/
def emission (N w : ℝ → ℝ) (W x : ℝ) : ℝ :=
  ∫ E in (0 : ℝ)..W, N E * lorentzian (w E) (x - E)

/-- The lifetime width integrated over the occupied states, divided by `2π`. -/
def tailStrength (N w : ℝ → ℝ) (W : ℝ) : ℝ := (∫ E in (0 : ℝ)..W, N E * w E) / (2 * π)

/-- For `x` below the band, the integrand defining `emission` is integrable in `E` from `0` to `W`.
-/
theorem emission_integrable {N w : ℝ → ℝ} {W x : ℝ} (hW : 0 ≤ W) (hN : Continuous N)
    (hw : Continuous w) (hx : x < 0) :
    IntervalIntegrable (fun E => N E * lorentzian (w E) (x - E))
      MeasureTheory.volume 0 W := by
  apply ContinuousOn.intervalIntegrable
  rw [uIcc_of_le hW]
  unfold lorentzian
  refine hN.continuousOn.mul (ContinuousOn.div (by fun_prop) (by fun_prop) ?_)
  intro E hE
  have h : x - E < 0 := by linarith [hE.1]
  have h2 := mul_pos_of_neg_of_neg h h
  have h3 : 0 < (x - E) ^ 2 + w E ^ 2 / 4 := by nlinarith [sq_nonneg (w E)]
  exact h3.ne'

/-- If no width in the band exceeds `M`, the emission below the band is at least the tail
strength divided by `(W - x)² + M²/4`. -/
theorem le_emission {N w : ℝ → ℝ} {W x M : ℝ} (hW : 0 ≤ W) (hN : Continuous N)
    (hw : Continuous w) (N0 : ∀ E ∈ Icc 0 W, 0 ≤ N E) (w0 : ∀ E ∈ Icc 0 W, 0 ≤ w E)
    (hM : ∀ E ∈ Icc 0 W, w E ≤ M) (hx : x < 0) :
    tailStrength N w W / ((W - x) ^ 2 + M ^ 2 / 4) ≤ emission N w W x := by
  have e : tailStrength N w W / ((W - x) ^ 2 + M ^ 2 / 4)
      = ∫ E in (0 : ℝ)..W, N E * w E * (1 / (2 * π * ((W - x) ^ 2 + M ^ 2 / 4))) := by
    rw [intervalIntegral.integral_mul_const]
    unfold tailStrength
    ring
  rw [e]
  refine intervalIntegral.integral_mono_on hW
    (((hN.mul hw).mul continuous_const).intervalIntegrable _ _)
    (emission_integrable hW hN hw hx) ?_
  intro E hE
  have h : x - E < 0 := by linarith [hE.1]
  have hp : 0 < (x - E) ^ 2 + w E ^ 2 / 4 := by
    nlinarith [sq_nonneg (w E), mul_pos_of_neg_of_neg h h]
  have h1 : (x - E) ^ 2 ≤ (W - x) ^ 2 := by
    have ha : 0 ≤ W - E := by linarith [hE.2]
    have hb : 0 ≤ W + E - 2 * x := by linarith [hE.1]
    nlinarith [mul_nonneg ha hb]
  have h2 : w E ^ 2 ≤ M ^ 2 := pow_le_pow_left₀ (w0 E hE) (hM E hE) 2
  have hn : 0 ≤ N E * w E / (2 * π) :=
    div_nonneg (mul_nonneg (N0 E hE) (w0 E hE)) (by positivity)
  calc N E * w E * (1 / (2 * π * ((W - x) ^ 2 + M ^ 2 / 4)))
      = N E * w E / (2 * π) / ((W - x) ^ 2 + M ^ 2 / 4) := by ring
    _ ≤ N E * w E / (2 * π) / ((x - E) ^ 2 + w E ^ 2 / 4) :=
        div_le_div_of_nonneg_left hn hp (by linarith)
    _ = N E * lorentzian (w E) (x - E) := by unfold lorentzian; ring

end

end XrayEmissionTail
```

Messages:

```
Try this:
  [apply] ring_nf
  
  The `ring` tactic failed to close the goal. Use `ring_nf` to obtain a normal form.
    
  Note that `ring` works primarily in *commutative* rings. If you have a noncommutative ring, abelian group or module, consider using `noncomm_ring`, `abel` or `module` instead.
Main.lean:43:84: error: unsolved goals
N w : ℝ → ℝ
W x M : ℝ
hW : 0 ≤ W
hN : Continuous N
hw : Continuous w
N0 : ∀ E ∈ Icc 0 W, 0 ≤ N E
w0 : ∀ E ∈ Icc 0 W, 0 ≤ w E
hM : ∀ E ∈ Icc 0 W, w E ≤ M
hx : x < 0
⊢ (∫ (E : ℝ) in 0..W, N E * w E) * π⁻¹ * (-(W * x * 2) + W ^ 2 + x ^ 2 + M ^ 2 * (1 / 4))⁻¹ * (1 / 2) =
    (∫ (E : ℝ) in 0..W, N E * w E) * (-(π * W * x * 4) + π * W ^ 2 * 2 + π * x ^ 2 * 2 + π * M ^ 2 * (1 / 2))⁻¹
Try this:
  [apply] ring_nf
  
  The `ring` tactic failed to close the goal. Use `ring_nf` to obtain a normal form.
    
  Note that `ring` works primarily in *commutative* rings. If you have a noncommutative ring, abelian group or module, consider using `noncomm_ring`, `abel` or `module` instead.
Main.lean:63:59: error: unsolved goals
N w : ℝ → ℝ
W x M : ℝ
hW : 0 ≤ W
hN : Continuous N
hw : Continuous w
N0 : ∀ E ∈ Icc 0 W, 0 ≤ N E
w0 : ∀ E ∈ Icc 0 W, 0 ≤ w E
hM : ∀ E ∈ Icc 0 W, w E ≤ M
hx : x < 0
e :
  tailStrength N w W / ((W - x) ^ 2 + M ^ 2 / 4) =
    ∫ (E : ℝ) in 0..W, N E * w E * (1 / (2 * π * ((W - x) ^ 2 + M ^ 2 / 4)))
E : ℝ
hE : E ∈ Icc 0 W
h : x - E < 0
hp : 0 < (x - E) ^ 2 + w E ^ 2 / 4
h1 : (x - E) ^ 2 ≤ (W - x) ^ 2
h2 : w E ^ 2 ≤ M ^ 2
hn : 0 ≤ N E * w E / (2 * π)
⊢ N E * w E * (-(π * W * x * 4) + π * W ^ 2 * 2 + π * x ^ 2 * 2 + π * M ^ 2 * (1 / 2))⁻¹ =
    N E * w E * π⁻¹ * (-(W * x * 2) + W ^ 2 + x ^ 2 + M ^ 2 * (1 / 4))⁻¹ * (1 / 2)
```

This version goes through:

```diff
@@ -41,5 +41,5 @@
     tailStrength N w W / ((W - x) ^ 2 + M ^ 2 / 4) ≤ emission N w W x := by
   have e : tailStrength N w W / ((W - x) ^ 2 + M ^ 2 / 4)
-      = ∫ E in (0 : ℝ)..W, N E * w E * (1 / (2 * π * ((W - x) ^ 2 + M ^ 2 / 4))) := by
+      = ∫ E in (0 : ℝ)..W, N E * w E * (1 / (2 * π) / ((W - x) ^ 2 + M ^ 2 / 4)) := by
     rw [intervalIntegral.integral_mul_const]
     unfold tailStrength
@@ -60,5 +60,5 @@
   have hn : 0 ≤ N E * w E / (2 * π) :=
     div_nonneg (mul_nonneg (N0 E hE) (w0 E hE)) (by positivity)
-  calc N E * w E * (1 / (2 * π * ((W - x) ^ 2 + M ^ 2 / 4)))
+  calc N E * w E * (1 / (2 * π) / ((W - x) ^ 2 + M ^ 2 / 4))
       = N E * w E / (2 * π) / ((W - x) ^ 2 + M ^ 2 / 4) := by ring
     _ ≤ N E * w E / (2 * π) / ((x - E) ^ 2 + w E ^ 2 / 4) :=
```

Diagnosis. Both errors are the same failure of `ring`, first in the proof of `e` and then in the first step of the `calc`. The equalities are true, but one side of each divides by the single product `2 * π * ((W - x) ^ 2 + M ^ 2 / 4)`. `ring` multiplies that product out into a sum and then treats the inverse of the whole sum as one indivisible term. The other side divides by `2 * π` and by the bracket separately, so there `π⁻¹` and the inverse of the bracket stay apart. The goals left in the messages show the two forms, which `ring` does not recognise as equal.

The repair writes the factor as `1 / (2 * π) / ((W - x) ^ 2 + M ^ 2 / 4)`. Now `π` is never multiplied into the bracket, both sides contain the same inverses, and `ring` closes both goals. The change is made in `e` and again at the start of the `calc`, which has to begin with the integrand that `e` puts into the goal.
